# Reweighting by exp(−τE) with τ > 0 never raises the mean energy

The theorem concerns finitely many populations, where population `i` has probability `p i` and a given real energy `e i`. The controlled average is the plain mean of the energies over `p`, while the reweighted average also gives each population the weight exp(−τ `e i`) and divides by the mean weight. For τ > 0 the theorem says that the reweighted average is at most the controlled one, with equality exactly when all populations of positive probability have the same energy. The proof writes the difference of the two averages as a sum over pairs of populations, divided by twice the mean weight, and shows that no pair contributes a negative amount. For the equality condition, it shows that two populations of positive probability with different energies make the difference positive, and that without such a pair every term vanishes.

Lean 4 with Mathlib refuses this proof:

```lean
import Mathlib

open Finset

namespace PopulationControlBias

noncomputable section

variable {ι : Type*} [Fintype ι]

/-- The controlled average: the mean of the population energies `e i` over the
distribution `p` of populations, with no correcting weights. -/
def controlled (p e : ι → ℝ) : ℝ := ∑ i, p i * e i

/-- The mean of the weights `exp (-τ e i)` over the distribution `p`. -/
def meanWeight (p e : ι → ℝ) (τ : ℝ) : ℝ := ∑ i, p i * Real.exp (-τ * e i)

/-- The reweighted average: each population counts with the weight `exp (-τ e i)`.
It is meant for a nonzero mean weight. -/
def reweighted (p e : ι → ℝ) (τ : ℝ) : ℝ :=
  (∑ i, p i * e i * Real.exp (-τ * e i)) / meanWeight p e τ

/-- For a probability distribution of populations the mean weight is positive. -/
theorem meanWeight_pos {p : ι → ℝ} (hp : ∀ i, 0 ≤ p i) (h1 : ∑ i, p i = 1)
    (e : ι → ℝ) (τ : ℝ) : 0 < meanWeight p e τ := by
  have hex : ∃ i, 0 < p i := by
    by_contra h
    have h0 : ∑ i, p i ≤ 0 :=
      Finset.sum_nonpos fun i _ => not_lt.mp fun hi => h ⟨i, hi⟩
    linarith
  obtain ⟨i, hi⟩ := hex
  exact Finset.sum_pos' (fun j _ => mul_nonneg (hp j) (Real.exp_pos _).le)
    ⟨i, Finset.mem_univ i, mul_pos hi (Real.exp_pos _)⟩

/-- For `p` summing to one, the product of the means of `e` and `w` minus the mean of
their product is half a sum over pairs of populations. -/
theorem covariance_identity {p : ι → ℝ} (h1 : ∑ i, p i = 1) (e w : ι → ℝ) :
    ∑ i, ∑ j, p i * p j * ((e i - e j) * (w j - w i)) =
      2 * ((∑ i, p i * e i) * (∑ i, p i * w i) - ∑ i, p i * e i * w i) := by
  calc _ = ∑ i, ∑ j, ((p i * e i) * (p j * w j) - (p i * e i * w i) * p j
          - p i * (p j * e j * w j) + (p i * w i) * (p j * e j)) :=
        Finset.sum_congr rfl fun i _ => Finset.sum_congr rfl fun j _ => by ring
    _ = (∑ i, p i * e i) * (∑ i, p i * w i) - (∑ i, p i * e i * w i) * (∑ i, p i)
          - (∑ i, p i) * (∑ i, p i * e i * w i)
          + (∑ i, p i * w i) * (∑ i, p i * e i) := by
        simp only [Finset.sum_add_distrib, Finset.sum_sub_distrib, Finset.sum_mul_sum]
    _ = _ := by rw [h1]; ring

/-- The population-control bias of a probability distribution, written exactly as a sum
over pairs of populations. -/
theorem bias_eq {p : ι → ℝ} (hp : ∀ i, 0 ≤ p i) (h1 : ∑ i, p i = 1)
    (e : ι → ℝ) (τ : ℝ) :
    controlled p e - reweighted p e τ =
      (∑ i, ∑ j, p i * p j *
        ((e i - e j) * (Real.exp (-τ * e j) - Real.exp (-τ * e i)))) /
        (2 * meanWeight p e τ) := by
  have hZ := (meanWeight_pos hp h1 e τ).ne'
  have hR : reweighted p e τ * meanWeight p e τ =
      ∑ i, p i * e i * Real.exp (-τ * e i) := div_mul_cancel₀ _ hZ
  have key : ∑ i, ∑ j, p i * p j *
        ((e i - e j) * (Real.exp (-τ * e j) - Real.exp (-τ * e i))) =
      2 * (controlled p e * meanWeight p e τ - ∑ i, p i * e i * Real.exp (-τ * e i)) :=
    covariance_identity h1 e (fun i => Real.exp (-τ * e i))
  rw [eq_div_iff (mul_ne_zero two_ne_zero hZ)]
  linear_combination -2 * hR - key

/-- For `τ > 0`, two different energies are ordered oppositely to their weights. -/
theorem pair_pos {τ a b : ℝ} (hτ : 0 < τ) (hab : a ≠ b) :
    0 < (a - b) * (Real.exp (-τ * b) - Real.exp (-τ * a)) := by
  rcases lt_or_gt_of_ne hab with h | h
  · have := Real.exp_lt_exp.mpr (show -τ * b < -τ * a by nlinarith)
    exact mul_pos_of_neg_of_neg (by linarith) (by linarith)
  · have := Real.exp_lt_exp.mpr (show -τ * a < -τ * b by nlinarith)
    exact mul_pos (by linarith) (by linarith)

/-- Population control biases the energy upward: for a probability distribution and
`τ > 0` the reweighted average is at most the controlled one, with equality exactly when
all populations of positive probability have the same energy. -/
theorem population_control_bias {p : ι → ℝ} (hp : ∀ i, 0 ≤ p i) (h1 : ∑ i, p i = 1)
    (e : ι → ℝ) {τ : ℝ} (hτ : 0 < τ) :
    reweighted p e τ ≤ controlled p e ∧
      (reweighted p e τ = controlled p e ↔
        ∀ i j, 0 < p i → 0 < p j → e i = e j) := by
  have hZ : 0 < 2 * meanWeight p e τ := mul_pos two_pos (meanWeight_pos hp h1 e τ)
  have hb := bias_eq hp h1 e τ
  -- every pair of populations contributes a nonnegative amount
  have hterm : ∀ i j, 0 ≤ p i * p j *
      ((e i - e j) * (Real.exp (-τ * e j) - Real.exp (-τ * e i))) := by
    intro i j
    by_cases h : e i = e j
    · simp [h]
    · exact mul_nonneg (mul_nonneg (hp i) (hp j)) (pair_pos hτ h).le
  refine ⟨?_, ?_, ?_⟩
  · have h := div_nonneg (Finset.sum_nonneg fun i _ =>
      Finset.sum_nonneg fun j _ => hterm i j) hZ.le
    rw [← hb] at h
    linarith
  · -- one pair with different energies makes the bias strictly positive
    intro h i j hi hj
    by_contra hne
    have hS := Finset.sum_pos' (fun i _ => Finset.sum_nonneg fun j _ => hterm i j)
      ⟨i, Finset.mem_univ i, Finset.sum_pos' (fun j _ => hterm i j)
        ⟨j, Finset.mem_univ j, mul_pos (mul_pos hi hj) (pair_pos hτ hne)⟩⟩
    have h' := div_pos hS hZ
    rw [← hb] at h'
    linarith
  · intro h
    rw [Finset.sum_eq_zero fun i _ => Finset.sum_eq_zero fun j _ => ?_, zero_div] at hb
    · linarith
    · rcases (hp i).eq_or_lt with hi | hi
      · simp [← hi]
      · rcases (hp j).eq_or_lt with hj | hj
        · simp [← hj]
        · simp [h i j hi hj]

end

end PopulationControlBias
```

Compiling this gives:

```
Main.lean:94:14: error: don't know how to synthesize implicit argument `a`
  @div_nonneg ℝ Field.toSemifield.toDivisionSemiring.toGroupWithZero Real.partialOrder PosMulReflectLE.toPosMulReflectLT
    (∑ i ∈ ?m.170, ∑ i_1 ∈ ?m.187 i, p i * p i_1 * ((e i - e i_1) * (Real.exp (-τ * e i_1) - Real.exp (-τ * e i))))
    (2 * meanWeight p e τ) (sum_nonneg fun i x => sum_nonneg fun j x => hterm i j) (LT.lt.le hZ)
context:
ι : Type u_1
inst✝ : Fintype ι
p : ι → ℝ
hp : ∀ (i : ι), 0 ≤ p i
h1 : ∑ i, p i = 1
e : ι → ℝ
τ : ℝ
hτ : 0 < τ
hZ : 0 < 2 * meanWeight p e τ
hb :
  controlled p e - reweighted p e τ =
    (∑ i, ∑ j, p i * p j * ((e i - e j) * (Real.exp (-τ * e j) - Real.exp (-τ * e i)))) / (2 * meanWeight p e τ)
hterm : ∀ (i j : ι), 0 ≤ p i * p j * ((e i - e j) * (Real.exp (-τ * e j) - Real.exp (-τ * e i)))
⊢ ℝ
Main.lean:94:26: error: don't know how to synthesize implicit argument `s`
  @sum_nonneg ι ℝ Real.instAddCommMonoid Real.instPreorder
    (fun i => ∑ i_1 ∈ ?m.187 i, p i * p i_1 * ((e i - e i_1) * (Real.exp (-τ * e i_1) - Real.exp (-τ * e i)))) ?m.170
    IsOrderedAddMonoid.toAddLeftMono fun i x => sum_nonneg fun j x => hterm i j
context:
ι : Type u_1
inst✝ : Fintype ι
p : ι → ℝ
hp : ∀ (i : ι), 0 ≤ p i
h1 : ∑ i, p i = 1
e : ι → ℝ
τ : ℝ
hτ : 0 < τ
hZ : 0 < 2 * meanWeight p e τ
hb :
  controlled p e - reweighted p e τ =
    (∑ i, ∑ j, p i * p j * ((e i - e j) * (Real.exp (-τ * e j) - Real.exp (-τ * e i)))) / (2 * meanWeight p e τ)
hterm : ∀ (i j : ι), 0 ≤ p i * p j * ((e i - e j) * (Real.exp (-τ * e j) - Real.exp (-τ * e i)))
⊢ Finset ι
Main.lean:94:26: error: don't know how to synthesize implicit argument `f`
  @sum_nonneg ι ℝ Real.instAddCommMonoid Real.instPreorder
    (fun i => ∑ i_1 ∈ ?m.187 i, p i * p i_1 * ((e i - e i_1) * (Real.exp (-τ * e i_1) - Real.exp (-τ * e i)))) ?m.170
    IsOrderedAddMonoid.toAddLeftMono fun i x => sum_nonneg fun j x => hterm i j
context:
ι : Type u_1
inst✝ : Fintype ι
p : ι → ℝ
hp : ∀ (i : ι), 0 ≤ p i
h1 : ∑ i, p i = 1
e : ι → ℝ
τ : ℝ
hτ : 0 < τ
hZ : 0 < 2 * meanWeight p e τ
hb :
  controlled p e - reweighted p e τ =
    (∑ i, ∑ j, p i * p j * ((e i - e j) * (Real.exp (-τ * e j) - Real.exp (-τ * e i)))) / (2 * meanWeight p e τ)
hterm : ∀ (i j : ι), 0 ≤ p i * p j * ((e i - e j) * (Real.exp (-τ * e j) - Real.exp (-τ * e i)))
⊢ ι → ℝ
Main.lean:95:6: error: don't know how to synthesize implicit argument `s`
  @sum_nonneg ι ℝ Real.instAddCommMonoid Real.instPreorder
    (fun j => p i * p j * ((e i - e j) * (Real.exp (-τ * e j) - Real.exp (-τ * e i)))) (?m.187 i)
    IsOrderedAddMonoid.toAddLeftMono fun j x => hterm i j
context:
ι : Type u_1
inst✝ : Fintype ι
p : ι → ℝ
hp : ∀ (i : ι), 0 ≤ p i
h1 : ∑ i, p i = 1
e : ι → ℝ
τ : ℝ
hτ : 0 < τ
hZ : 0 < 2 * meanWeight p e τ
hb :
  controlled p e - reweighted p e τ =
    (∑ i, ∑ j, p i * p j * ((e i - e j) * (Real.exp (-τ * e j) - Real.exp (-τ * e i)))) / (2 * meanWeight p e τ)
hterm : ∀ (i j : ι), 0 ≤ p i * p j * ((e i - e j) * (Real.exp (-τ * e j) - Real.exp (-τ * e i)))
i : ι
x✝ : i ∈ ?m.170
⊢ Finset ι
Main.lean:95:30: error(lean.inferBinderTypeFailed): Failed to infer binder type
Main.lean:94:50: error(lean.inferBinderTypeFailed): Failed to infer binder type
Main.lean:94:9: error: failed to infer `have` declaration type
```

As a diff, the version that Lean accepts:

```diff
@@ -92,9 +92,10 @@
     · exact mul_nonneg (mul_nonneg (hp i) (hp j)) (pair_pos hτ h).le
   refine ⟨?_, ?_, ?_⟩
-  · have h := div_nonneg (Finset.sum_nonneg fun i _ =>
-      Finset.sum_nonneg fun j _ => hterm i j) hZ.le
-    rw [← hb] at h
+  · have h : 0 ≤ controlled p e - reweighted p e τ := by
+      rw [hb]
+      exact div_nonneg (Finset.sum_nonneg fun i _ =>
+        Finset.sum_nonneg fun j _ => hterm i j) hZ.le
     linarith
-  · -- one pair with different energies makes the bias strictly positive
+  · -- two populations of positive probability with different energies make the bias positive
     intro h i j hi hj
     by_contra hne
```

Diagnosis. All the messages come from the one statement `have h := div_nonneg …`, which gives no type for `h`. Lean must therefore read the type off the proof term. There `hterm i j` fixes the summand, but nothing says which finite sets the two sums run over, since `Finset.sum_nonneg` works for any `Finset`. These sets are the missing arguments `s`. The missing `f` and `a` are the outer summand and the numerator, which contain them, and the binder types that cannot be inferred are those of the unused membership hypotheses `_`. The next line, `rw [← hb] at h`, would have brought in the right sums, but `h` has to be elaborated before it.

The repair states `h` as the nonnegativity of the difference of the averages. Then `rw [hb]` turns this goal into the quotient with both sums over all populations, and `exact` checks the same `div_nonneg` term against it, which fixes both sets. The reworded comment is mere tidying.
